# Off a semicircular band on [−2t, 2t], the energy-weighted Green's function is t²G²

Take a band on [−2, 2] with density √(4−x²)/(2π), and the energy y = 5/2. Since 5/2 = q + 1/q with q = 1/2, the band average of 1/(y−x), which is the local Green's function G, turns out to be q = 1/2. Writing x/(y−x) = y/(y−x) − 1 then gives the band average of x/(y−x):

yG − 1 = 5/4 − 1 = 1/4 = G².

## The identity derived from an angular integral

For t > 0, let ρ(ε) = √(4t²−ε²)/(2πt²) on [−2t, 2t]. For complex z off this interval, define

G(z) = ∫ρ(ε)/(z−ε) dε,  K(z) = ∫ρ(ε) ε/(z−ε) dε.

The claim is K = t²G².

Substituting ε = 2t cos θ turns ρ(ε) dε into (2/π) sin²θ dθ on [0, π]. Because ∫sin²θ dθ = π/2 there, ρ integrates to one, and therefore K = zG − 1.

Next write z = t(q + 1/q). This is a quadratic equation for q whose two roots have product one. If |q| = 1, then z = 2t Re q lies on the band, which is excluded; so one root has 0 < |q| < 1. With D = q + 1/q − 2cos θ,

G = (1/(2πt)) ∫₀^π 4 sin²θ/D dθ.

Polynomial division gives

4 sin²θ/D = q + 1/q + 2cos θ − (1/q − q)²/D.

Let u = 1/(1−q e^{iθ}) and v = 1/(1−q e^{−iθ}). Since D = (1−q e^{iθ})(1−q e^{−iθ})/q,

(1/q − q)/D = u + v − 1.

The derivative of log(1−q e^{iθ}) is i(1−u), and that of log(1−q e^{−iθ}) is −i(1−v). An antiderivative of 4 sin²θ/D is therefore

(q+1/q)θ + 2sin θ − (1/q−q)[θ + i log(1−q e^{iθ}) − i log(1−q e^{−iθ})].

The logarithms cancel at θ = 0 and at θ = π, leaving 2πq. Hence G = q/t, and

K = zG − 1 = q² + 1 − 1 = q² = t²G².

## The band and its averages in Lean

```lean
import Mathlib

open scoped Real

namespace BetheKineticEnergy

noncomputable section
```

The semicircular density is taken as given, not derived from a lattice Hamiltonian. On a Bethe lattice with Z neighbours per site, it is the limit Z → ∞ when the hopping between neighbours is scaled as t/√Z.

```lean
/-- Semicircular density of states with half bandwidth `2t`, for `t > 0`; it is that of the Bethe
lattice in the limit of infinite coordination. -/
def bandDensity (t ε : ℝ) : ℝ := √(4 * t ^ 2 - ε ^ 2) / (2 * π * t ^ 2)
```

Both Green's functions are genuine integrals over the band, with complex values.

```lean
/-- Local Green's function: the band average of `1 / (z - ε)`. -/
def localGreen (t : ℝ) (z : ℂ) : ℂ :=
  ∫ ε in (-(2 * t))..(2 * t), (bandDensity t ε : ℂ) / (z - ε)

/-- Energy-weighted Green's function: the band average of `ε / (z - ε)`. -/
def kineticGreen (t : ℝ) (z : ℂ) : ℂ :=
  ∫ ε in (-(2 * t))..(2 * t), (bandDensity t ε : ℂ) * ε / (z - ε)
```

The fermionic frequencies are ω_n = (2n+1)π/β, with n any integer.

```lean
/-- Fermionic Matsubara frequency at inverse temperature `β`. -/
def matsubara (β : ℝ) (n : ℤ) : ℝ := (2 * n + 1) * π / β
```

Continuity of the density supplies integrability. The cosine substitution then holds for any function continuous on the band, and the constant function gives normalisation.

```lean
/-- The density of states is a continuous function of the band energy. -/
lemma continuous_density (t : ℝ) : Continuous (fun ε : ℝ => (bandDensity t ε : ℂ)) := by
  have h : Continuous (fun ε : ℝ => √(4 * t ^ 2 - ε ^ 2)) := by fun_prop
  exact Complex.continuous_ofReal.comp (h.div_const _)

/-- With `ε = 2t cos θ`, a band average becomes an angular average with weight `sin² θ`. -/
theorem band_average {t : ℝ} (ht : 0 < t) (f : ℝ → ℂ)
    (hf : ContinuousOn f (Set.Icc (-(2 * t)) (2 * t))) :
    ∫ ε in (-(2 * t))..(2 * t), (bandDensity t ε : ℂ) * f ε =
      ∫ θ in (0 : ℝ)..π, ((2 / π * Real.sin θ ^ 2 : ℝ) : ℂ) * f (2 * t * Real.cos θ) := by
  have hd : ∀ θ ∈ Set.uIcc π 0, HasDerivAt (fun θ : ℝ => 2 * t * Real.cos θ)
      (-(2 * t * Real.sin θ)) θ := fun θ _ =>
    ((Real.hasDerivAt_cos θ).const_mul (2 * t)).congr_deriv (by ring)
  have himg : (fun θ : ℝ => 2 * t * Real.cos θ) '' Set.uIcc π 0 ⊆
      Set.Icc (-(2 * t)) (2 * t) := by
    rintro _ ⟨θ, _, rfl⟩
    constructor <;> beta_reduce <;> nlinarith [Real.neg_one_le_cos θ, Real.cos_le_one θ]
  have h := intervalIntegral.integral_deriv_smul_comp'
    (g := fun ε : ℝ => (bandDensity t ε : ℂ) * f ε) hd (by fun_prop)
    (((continuous_density t).continuousOn.mul hf).mono himg)
  simp only [Real.cos_pi, Real.cos_zero, mul_neg, mul_one] at h
  rw [← h, intervalIntegral.integral_symm 0 π, ← intervalIntegral.integral_neg]
  apply intervalIntegral.integral_congr
  intro θ hθ
  rw [Set.uIcc_of_le Real.pi_pos.le] at hθ
  have hs := Real.sin_nonneg_of_mem_Icc hθ
  have hw : 2 * t * Real.sin θ * bandDensity t (2 * t * Real.cos θ) =
      2 / π * Real.sin θ ^ 2 := by
    have e : 4 * t ^ 2 - (2 * t * Real.cos θ) ^ 2 = (2 * t * Real.sin θ) ^ 2 := by
      linear_combination (-(4 * t ^ 2)) * Real.sin_sq_add_cos_sq θ
    rw [bandDensity, e, Real.sqrt_sq (mul_nonneg (by positivity) hs)]
    field_simp
  simp only [Function.comp_apply, Complex.real_smul]
  rw [← hw]
  push_cast
  ring

/-- The density of states integrates to one. -/
theorem bandDensity_normalised {t : ℝ} (ht : 0 < t) :
    ∫ ε in (-(2 * t))..(2 * t), bandDensity t ε = 1 := by
  have h := band_average ht (fun _ => 1) continuousOn_const
  simp only [mul_one, intervalIntegral.integral_ofReal] at h
  rw [Complex.ofReal_injective h, intervalIntegral.integral_const_mul, integral_sin_sq]
  simp only [Real.sin_zero, Real.sin_pi, zero_mul, sub_zero, zero_add]
  field_simp
```

## Logarithms that stay on one branch

The first two lemmas give the product and the sum of the phase factors e^{iθ} and e^{−iθ}. For |q| < 1, the number 1 − q e^{±iθ} has positive real part, so the principal logarithm is differentiable along the whole path.

```lean
/-- Opposite phase factors multiply to one. -/
lemma phase_mul (θ : ℝ) : Complex.exp (Complex.I * θ) * Complex.exp (-Complex.I * θ) = 1 := by
  rw [← Complex.exp_add, show Complex.I * (θ : ℂ) + -Complex.I * θ = 0 by ring,
    Complex.exp_zero]

/-- Opposite phase factors add up to twice the cosine. -/
lemma phase_add (θ : ℝ) : Complex.exp (Complex.I * θ) + Complex.exp (-Complex.I * θ) =
    2 * Complex.cos θ := by
  rw [show Complex.I * (θ : ℂ) = θ * Complex.I by ring,
    show -Complex.I * (θ : ℂ) = (-θ) * Complex.I by ring, Complex.exp_mul_I,
    Complex.exp_mul_I, Complex.cos_neg, Complex.sin_neg]
  ring

/-- For `|q| < 1` and imaginary `c`, `1 - q exp(cθ)` avoids the cut of the logarithm. -/
lemma phase_slit {q c : ℂ} (hq : ‖q‖ < 1) (hc : c.re = 0) (θ : ℝ) :
    1 - q * Complex.exp (c * θ) ∈ Complex.slitPlane := by
  have hn : ‖q * Complex.exp (c * θ)‖ < 1 := by
    rw [norm_mul, Complex.norm_exp]
    simpa [hc] using hq
  have hr := (le_abs_self _).trans (Complex.abs_re_le_norm (q * Complex.exp (c * θ)))
  refine Complex.mem_slitPlane_iff.mpr (Or.inl ?_)
  rw [Complex.sub_re, Complex.one_re]
  linarith

/-- The inclusion of the real angles into the complex numbers has derivative one. -/
lemma hasDerivAt_coe (θ : ℝ) : HasDerivAt (fun x : ℝ => (x : ℂ)) 1 θ :=
  (hasDerivAt_id θ).ofReal_comp.congr_deriv (by simp)

/-- Angular derivative of `log (1 - q exp(cθ))` for `|q| < 1` and imaginary `c`. -/
lemma hasDerivAt_log_phase {q c : ℂ} (hq : ‖q‖ < 1) (hc : c.re = 0) (θ : ℝ) :
    HasDerivAt (fun x : ℝ => Complex.log (1 - q * Complex.exp (c * x)))
      (c * (1 - (1 - q * Complex.exp (c * θ))⁻¹)) θ := by
  have hm := phase_slit hq hc θ
  have hne := Complex.slitPlane_ne_zero hm
  refine (((((hasDerivAt_coe θ).const_mul c).cexp.const_mul q).const_sub 1).clog_real
    hm).congr_deriv ?_
  rw [div_eq_iff hne]
  linear_combination c * inv_mul_cancel₀ hne
```

The same factors show that D never vanishes, so z = t(q + 1/q) is off the band.

```lean
/-- For `0 < |q| < 1` the denominator `q + 1/q - 2 cos θ` has no zero at real angles. -/
lemma pole_ne_zero {q : ℂ} (h0 : q ≠ 0) (hq : ‖q‖ < 1) (θ : ℝ) :
    q + q⁻¹ - 2 * Complex.cos θ ≠ 0 := by
  intro h
  have hA := Complex.slitPlane_ne_zero (phase_slit hq Complex.I_re θ)
  have hB := Complex.slitPlane_ne_zero (phase_slit (c := -Complex.I) hq (by simp) θ)
  apply mul_ne_zero hA hB
  linear_combination q * h - q * phase_add θ + q ^ 2 * phase_mul θ - inv_mul_cancel₀ h0

/-- For `0 < |q| < 1` the energy `t (q + 1/q)` differs from every band energy. -/
lemma off_band {t : ℝ} (ht : 0 < t) {q : ℂ} (h0 : q ≠ 0) (hq : ‖q‖ < 1) :
    ∀ ε ∈ Set.Icc (-(2 * t)) (2 * t), (t : ℂ) * (q + q⁻¹) - (ε : ℂ) ≠ 0 := by
  intro ε hε h
  have htC : (t : ℂ) ≠ 0 := by exact_mod_cast ht.ne'
  have hc : Real.cos (Real.arccos (ε / (2 * t))) = ε / (2 * t) := Real.cos_arccos
    (by rw [le_div_iff₀ (by positivity)]; linarith [hε.1])
    (by rw [div_le_iff₀ (by positivity)]; linarith [hε.2])
  apply pole_ne_zero h0 hq (Real.arccos (ε / (2 * t)))
  rw [← Complex.ofReal_cos, hc]
  push_cast
  have e : (t : ℂ) * (ε / t) = ε := by field_simp
  apply mul_left_cancel₀ htC
  linear_combination h - e
```

The partial fractions are checked as pure algebra, with `r` for 1/q, `a` and `b` for the phases, and `C` and `S` for cosine and sine. The fundamental theorem of calculus then gives 2πq.

```lean
/-- Partial-fraction identity for the angular integrand, written in algebraic variables. -/
lemma phase_algebra {q r a b u v C S : ℂ} (h : r * q = 1) (hab : a * b = 1)
    (hsum : a + b = 2 * C) (hCS : S ^ 2 + C ^ 2 = 1)
    (hu : u * (1 - q * a) = 1) (hv : v * (1 - q * b) = 1) :
    (q + r + 2 * C - (r - q) * (u + v - 1)) * (q + r - 2 * C) = 4 * S ^ 2 := by
  have hK : q + r - 2 * C = r * ((1 - q * a) * (1 - q * b)) := by
    linear_combination (a + b - q * a * b) * h + hsum - q * hab
  have hP : (u + v - 1) * (q + r - 2 * C) = r - q := by
    rw [hK]
    linear_combination r * (1 - q * b) * hu + r * (1 - q * a) * hv - r * q ^ 2 * hab - q * h
  linear_combination (-(r - q)) * hP + 4 * h - 4 * hCS

/-- The angular integral of `4 sin² θ / (q + 1/q - 2 cos θ)` over `[0, π]` is `2πq`. -/
lemma angular_integral {q : ℂ} (h0 : q ≠ 0) (hq : ‖q‖ < 1) :
    ∫ θ in (0 : ℝ)..π, 4 * Complex.sin θ ^ 2 / (q + q⁻¹ - 2 * Complex.cos θ) =
      2 * π * q := by
  -- the antiderivative contains two logarithms that cancel at both endpoints
  have hF : ∀ θ : ℝ, HasDerivAt (fun x : ℝ => (q + q⁻¹) * (x : ℂ) + 2 * Complex.sin x -
      (q⁻¹ - q) * ((x : ℂ) + Complex.I * Complex.log (1 - q * Complex.exp (Complex.I * x)) -
        Complex.I * Complex.log (1 - q * Complex.exp (-Complex.I * x))))
      (4 * Complex.sin θ ^ 2 / (q + q⁻¹ - 2 * Complex.cos θ)) θ := by
    intro θ
    have hx := hasDerivAt_coe θ
    have hs : HasDerivAt (fun x : ℝ => Complex.sin x) (Complex.cos θ) θ :=
      (Complex.hasDerivAt_sin θ).comp_ofReal
    have hI : (-Complex.I).re = 0 := by simp
    have h1 := hasDerivAt_log_phase hq Complex.I_re θ
    have h2 := hasDerivAt_log_phase hq hI θ
    refine (((hx.const_mul (q + q⁻¹)).fun_add (hs.const_mul 2)).fun_sub
      (((hx.fun_add (h1.const_mul Complex.I)).fun_sub
        (h2.const_mul Complex.I)).const_mul (q⁻¹ - q))).congr_deriv ?_
    rw [eq_div_iff (pole_ne_zero h0 hq θ)]
    have key := phase_algebra (inv_mul_cancel₀ h0) (phase_mul θ) (phase_add θ)
      (Complex.sin_sq_add_cos_sq θ)
      (inv_mul_cancel₀ (Complex.slitPlane_ne_zero (phase_slit hq Complex.I_re θ)))
      (inv_mul_cancel₀ (Complex.slitPlane_ne_zero (phase_slit hq hI θ)))
    linear_combination key - (q⁻¹ - q) * (2 - (1 - q * Complex.exp (Complex.I * θ))⁻¹ -
      (1 - q * Complex.exp (-Complex.I * θ))⁻¹) * (q + q⁻¹ - 2 * Complex.cos θ) * Complex.I_sq
  have hc : Continuous (fun θ : ℝ =>
      4 * Complex.sin θ ^ 2 / (q + q⁻¹ - 2 * Complex.cos θ)) :=
    Continuous.div (by fun_prop) (by fun_prop) (pole_ne_zero h0 hq)
  have h := intervalIntegral.integral_eq_sub_of_hasDerivAt (fun θ _ => hF θ)
    (hc.intervalIntegrable 0 π)
  have e1 : Complex.exp (Complex.I * π) = -1 := by rw [mul_comm, Complex.exp_pi_mul_I]
  have e2 : Complex.exp (-Complex.I * π) = -1 := by
    rw [show -Complex.I * (π : ℂ) = -(π * Complex.I) by ring, Complex.exp_neg,
      Complex.exp_pi_mul_I]
    norm_num
  rw [h]
  simp only [e1, e2, Complex.ofReal_zero, mul_zero, Complex.exp_zero, Complex.sin_zero,
    Complex.sin_pi]
  ring
```

## From the parameter q to every energy off the band

Restoring the prefactor gives G = q/t.

```lean
/-- At `z = t (q + 1/q)` with `0 < |q| < 1` the local Green's function is `q / t`. -/
theorem localGreen_param {t : ℝ} (ht : 0 < t) {q : ℂ} (h0 : q ≠ 0) (hq : ‖q‖ < 1) :
    localGreen t (t * (q + q⁻¹)) = q / t := by
  have htC : (t : ℂ) ≠ 0 := by exact_mod_cast ht.ne'
  have hπ : (π : ℂ) ≠ 0 := by exact_mod_cast Real.pi_ne_zero
  have hf : ContinuousOn (fun ε : ℝ => ((t : ℂ) * (q + q⁻¹) - (ε : ℂ))⁻¹)
      (Set.Icc (-(2 * t)) (2 * t)) := ContinuousOn.inv₀ (by fun_prop) (off_band ht h0 hq)
  have h1 : localGreen t (t * (q + q⁻¹)) = ∫ ε in (-(2 * t))..(2 * t),
      (bandDensity t ε : ℂ) * ((t : ℂ) * (q + q⁻¹) - (ε : ℂ))⁻¹ := by
    simp only [localGreen, div_eq_mul_inv]
  have h2 : ∫ θ in (0 : ℝ)..π, ((2 / π * Real.sin θ ^ 2 : ℝ) : ℂ) *
      ((t : ℂ) * (q + q⁻¹) - ((2 * t * Real.cos θ : ℝ) : ℂ))⁻¹ =
      ∫ θ in (0 : ℝ)..π, (2 * π * t : ℂ)⁻¹ *
        (4 * Complex.sin θ ^ 2 / (q + q⁻¹ - 2 * Complex.cos θ)) := by
    apply intervalIntegral.integral_congr
    intro θ _
    beta_reduce
    have e : (t : ℂ) * (q + q⁻¹) - ((2 * t * Real.cos θ : ℝ) : ℂ) =
        t * (q + q⁻¹ - 2 * Complex.cos θ) := by push_cast; ring
    rw [e, mul_inv (t : ℂ)]
    push_cast
    ring
  rw [h1, band_average ht _ hf, h2, intervalIntegral.integral_const_mul,
    angular_integral h0 hq]
  field_simp
```

The existence proof solves the quadratic and splits on whether |q| is below, equal to or above one; in the last case it takes 1/q.

```lean
/-- Every complex energy off the band has the form `t (q + 1/q)` with `0 < |q| < 1`. -/
theorem exists_param {t : ℝ} (ht : 0 < t) {z : ℂ}
    (hz : ∀ ε ∈ Set.Icc (-(2 * t)) (2 * t), z ≠ (ε : ℂ)) :
    ∃ q : ℂ, q ≠ 0 ∧ ‖q‖ < 1 ∧ z = t * (q + q⁻¹) := by
  have htC : (t : ℂ) ≠ 0 := by exact_mod_cast ht.ne'
  obtain ⟨s, hs⟩ := IsAlgClosed.exists_pow_nat_eq ((z / t) ^ 2 - 4) (by norm_num : 0 < 2)
  obtain ⟨q, hq⟩ : ∃ q : ℂ, q * (z / t - q) = 1 :=
    ⟨(z / t + s) / 2, by linear_combination (-1 / 4) * hs⟩
  have h0 : q ≠ 0 := by
    rintro rfl
    simp at hq
  have hzq : z = t * (q + q⁻¹) := by
    have e : (t : ℂ) * (z / t) = z := by field_simp
    rw [inv_eq_of_mul_eq_one_right hq]
    linear_combination -e
  rcases lt_trichotomy ‖q‖ 1 with h | h | h
  · exact ⟨q, h0, h, hzq⟩
  · -- a root on the unit circle would put `z` on the band
    exfalso
    have hr := Complex.abs_re_le_norm q
    rw [h, abs_le] at hr
    apply hz (2 * t * q.re) ⟨by nlinarith [hr.1], by nlinarith [hr.2]⟩
    rw [hzq, Complex.inv_eq_conj h, Complex.add_conj]
    push_cast
    ring
  · exact ⟨q⁻¹, inv_ne_zero h0, by rw [norm_inv]; exact inv_lt_one_of_one_lt₀ h,
      by rw [inv_inv, add_comm]; exact hzq⟩
```

The subtraction ε/(z−ε) = z/(z−ε) − 1 and the value of G finish the argument. The hypothesis `hz` says that z differs from every band energy.

```lean
/-- Off the band, the energy-weighted Green's function equals `z G(z) - 1`. -/
theorem kineticGreen_eq {t : ℝ} (ht : 0 < t) {z : ℂ}
    (hz : ∀ ε ∈ Set.Icc (-(2 * t)) (2 * t), z ≠ (ε : ℂ)) :
    kineticGreen t z = z * localGreen t z - 1 := by
  have hle : -(2 * t) ≤ 2 * t := by linarith
  have h1 : IntervalIntegrable (fun ε : ℝ => (bandDensity t ε : ℂ) / (z - ε))
      MeasureTheory.volume (-(2 * t)) (2 * t) := by
    apply ContinuousOn.intervalIntegrable
    rw [Set.uIcc_of_le hle]
    exact ContinuousOn.div (continuous_density t).continuousOn (by fun_prop)
      (fun ε hε => sub_ne_zero.mpr (hz ε hε))
  have hn : ∫ ε in (-(2 * t))..(2 * t), (bandDensity t ε : ℂ) = 1 := by
    rw [intervalIntegral.integral_ofReal, bandDensity_normalised ht, Complex.ofReal_one]
  have h2 : kineticGreen t z = ∫ ε in (-(2 * t))..(2 * t),
      (z * ((bandDensity t ε : ℂ) / (z - ε)) - (bandDensity t ε : ℂ)) := by
    apply intervalIntegral.integral_congr
    intro ε hε
    rw [Set.uIcc_of_le hle] at hε
    have hne := sub_ne_zero.mpr (hz ε hε)
    beta_reduce
    rw [div_eq_iff hne]
    linear_combination (-z) * div_mul_cancel₀ (bandDensity t ε : ℂ) hne
  rw [h2, intervalIntegral.integral_sub (h1.const_mul z)
    ((continuous_density t).intervalIntegrable _ _), intervalIntegral.integral_const_mul,
    hn, localGreen]

/-- Semicircular-band identity: at every complex energy off the band, the energy-weighted Green's
function is `t²` times the square of the local Green's function. -/
theorem kineticGreen_eq_sq {t : ℝ} (ht : 0 < t) {z : ℂ}
    (hz : ∀ ε ∈ Set.Icc (-(2 * t)) (2 * t), z ≠ (ε : ℂ)) :
    kineticGreen t z = t ^ 2 * localGreen t z ^ 2 := by
  have htC : (t : ℂ) ≠ 0 := by exact_mod_cast ht.ne'
  obtain ⟨q, h0, hq, hzq⟩ := exists_param ht hz
  rw [kineticGreen_eq ht hz, hzq, localGreen_param ht h0 hq]
  field_simp
  ring
```

For t = 1 and real y > 2, the root inside the unit circle is g = (y−√(y²−4))/2. It satisfies g(y−g) = 1 and 0 < g < 1.

```lean
/-- For `t = 1` and real energy `y > 2`, the identity with the local Green's function written out
explicitly. -/
theorem real_energy_identity {y : ℝ} (hy : 2 < y) :
    1 / (2 * π) * ∫ x in (-2 : ℝ)..2, x * √(4 - x ^ 2) / (y - x) =
      ((y - √(y ^ 2 - 4)) / 2) ^ 2 := by
  have hR : √(y ^ 2 - 4) ^ 2 = y ^ 2 - 4 := Real.sq_sqrt (by nlinarith)
  have hR0 := Real.sqrt_nonneg (y ^ 2 - 4)
  have hlt : √(y ^ 2 - 4) < y := by nlinarith
  have hgt : y - 2 < √(y ^ 2 - 4) := by nlinarith
  obtain ⟨g, hg⟩ : ∃ g, g = (y - √(y ^ 2 - 4)) / 2 := ⟨_, rfl⟩
  have hg0 : 0 < g := by linarith
  have hg1 : g < 1 := by linarith
  have hinv : g⁻¹ = y - g := inv_eq_of_mul_eq_one_right (by
    rw [hg]
    linear_combination (-1 / 4) * hR)
  have hyg : (y : ℂ) = ((1 : ℝ) : ℂ) * ((g : ℂ) + (g : ℂ)⁻¹) := by
    rw [← Complex.ofReal_inv, hinv]
    push_cast
    ring
  have hG : localGreen 1 y = g := by
    rw [hyg, localGreen_param one_pos (by exact_mod_cast hg0.ne')
      (by rw [Complex.norm_real, Real.norm_eq_abs, abs_of_pos hg0]; exact hg1)]
    simp
  have hk := kineticGreen_eq_sq (t := 1) one_pos (z := y) (by
    intro ε hε h
    have := Complex.ofReal_injective h
    linarith [hε.2])
  have hc : kineticGreen 1 y =
      ((1 / (2 * π) * ∫ x in (-2 : ℝ)..2, x * √(4 - x ^ 2) / (y - x) : ℝ) : ℂ) := by
    rw [← intervalIntegral.integral_const_mul, ← intervalIntegral.integral_ofReal,
      kineticGreen, mul_one]
    apply intervalIntegral.integral_congr
    intro x _
    simp only [bandDensity, one_pow, mul_one]
    push_cast
    ring
  rw [← hg]
  apply Complex.ofReal_injective
  rw [← hc, hk, hG]
  push_cast
  ring
```

## Matsubara sums with a local self-energy

In dynamical mean-field theory (DMFT), z_n = iω_n + μ − Σ(iω_n), where μ is the chemical potential and Σ(iω_n), `sig n` in Lean, is the local self-energy. For a single band in a uniform, paramagnetic normal state the kinetic energy per site, summed over spin, is 2/β times the sum of K(z_n) over all integers n. The hypothesis `hsig`, ω_n Im Σ(iω_n) ≤ 0, is a sign condition that every causal self-energy obeys. It gives ω_n Im z_n ≥ ω_n² > 0, so z_n is off the real axis.

```lean
/-- If `ω_n Im (sig n) ≤ 0` for every `n`, then over any finite set of Matsubara frequencies `2/β`
times the sum of energy-weighted Green's functions equals `2t²/β` times the sum of squared local
Green's functions. -/
theorem matsubara_kinetic_sum {t β : ℝ} (ht : 0 < t) (hβ : 0 < β) (μ : ℝ) (sig : ℤ → ℂ)
    (hsig : ∀ n, matsubara β n * (sig n).im ≤ 0) (s : Finset ℤ) :
    2 / (β : ℂ) * ∑ n ∈ s, kineticGreen t (Complex.I * matsubara β n + μ - sig n) =
      2 * t ^ 2 / (β : ℂ) *
        ∑ n ∈ s, localGreen t (Complex.I * matsubara β n + μ - sig n) ^ 2 := by
  rw [Finset.mul_sum, Finset.mul_sum]
  refine Finset.sum_congr rfl fun n _ => ?_
  have hω : matsubara β n ≠ 0 := by
    have hodd : (2 * (n : ℝ) + 1) ≠ 0 := by
      have : 2 * n + 1 ≠ 0 := by omega
      exact_mod_cast this
    exact div_ne_zero (mul_ne_zero hodd Real.pi_ne_zero) hβ.ne'
  rw [kineticGreen_eq_sq ht]
  · ring
  · -- the sign condition `hsig` keeps the argument away from the real axis
    intro ε _ h
    have him : matsubara β n - (sig n).im = 0 := by
      simpa using congrArg Complex.im h
    have hpos : 0 < matsubara β n ^ 2 := by positivity
    have hs := hsig n
    rw [← sub_eq_zero.mp him] at hs
    nlinarith

end

end BetheKineticEnergy
```

```lean
#print axioms BetheKineticEnergy.kineticGreen_eq_sq
#print axioms BetheKineticEnergy.real_energy_identity
#print axioms BetheKineticEnergy.matsubara_kinetic_sum
```

```
'BetheKineticEnergy.kineticGreen_eq_sq' depends on axioms: [propext, Classical.choice, Quot.sound]
'BetheKineticEnergy.real_energy_identity' depends on axioms: [propext, Classical.choice, Quot.sound]
'BetheKineticEnergy.matsubara_kinetic_sum' depends on axioms: [propext, Classical.choice, Quot.sound]
```

For a single band with this semicircular density, in a uniform, paramagnetic normal state, the identity lets a DMFT code obtain the kinetic energy from t and the local Green's function alone. After self-consistency, the code can sum G(z_n)² over n and multiply by 2t²/β. The theorem covers any finite frequency set; a truncated sum leaves out the tail, where G² ≈ −1/ω_n².

Defining G as the decaying root of t²G² − zG + 1 = 0 would reduce zG − 1 = t²G² to algebra, but the link to the band average would then need its own proof.
